# The undamped Axilrod–Teller–Muto energy in squared separations, with its Euler and virial relations

Three atoms sit at points \(p, q, r\) of a real inner product space `V`, which may have any dimension. Their separations are \(a=|pq|\), \(b=|qr|\), \(c=|rp|\), and the squared separations are \(x=a^2\), \(y=b^2\), \(z=c^2\). The interior angles are \(\theta_p,\theta_q,\theta_r\).

```lean
import Mathlib

open scoped EuclideanGeometry

namespace AxilrodTellerMutoSquaredSides

noncomputable section

variable {V : Type*} [NormedAddCommGroup V] [InnerProductSpace ℝ V]
```

Write
\[
P=xyz,\qquad Q=(x+y-z)(y+z-x)(z+x-y).
\]
The energy is
\[
E(x,y,z)=P^{-3/2}+\tfrac38\,Q\,P^{-5/2}.
\]
The strength coefficient, which for real atoms is set by their dynamic polarisabilities, is taken as one and does not vary with geometry. There is no short-range damping, and the triple-dipole form is the starting point here, not derived from perturbation theory.

```lean
/-- The Axilrod-Teller-Muto energy, with unit strength coefficient, as a function of the squared
separations `x`, `y`, `z` of three atoms; the formula is meant for `x, y, z > 0`. -/
def atmEnergy (x y z : ℝ) : ℝ :=
  (x * y * z) ^ (-(3 / 2) : ℝ)
    + 3 / 8 * ((x + y - z) * (y + z - x) * (z + x - y)) * (x * y * z) ^ (-(5 / 2) : ℝ)
```

The familiar form of the interaction uses the angular factor \(1+3\cos\theta_p\cos\theta_q\cos\theta_r\). In Lean, `∠ q p r` is the unoriented angle with its vertex at the middle point `p`.

```lean
/-- The angular factor of three atoms at `p`, `q`, `r`: one plus three times the product of the
cosines of the angles at the three atoms. -/
def angularFactor (p q r : V) : ℝ :=
  1 + 3 * (Real.cos (∠ q p r) * Real.cos (∠ r q p) * Real.cos (∠ p r q))
```

The product rule gives the derivative of \(E\) in its first argument:
\[
E_x=\left(\tfrac38 Q_x-\tfrac32 yz\right)P^{-5/2}-\tfrac{15}{16}\,Q\,yz\,P^{-7/2},
\]
\[
Q_x=(y+z-x)(z+x-y)-(x+y-z)(z+x-y)+(x+y-z)(y+z-x).
\]
At this point `sideSlope` is only a name for the right-hand side; that it is the derivative is proved below.

```lean
/-- An explicit formula in the squared separations, for `x, y, z > 0`, used below as the
slope of the energy in its first argument. -/
def sideSlope (x y z : ℝ) : ℝ :=
  (3 / 8 * ((y + z - x) * (z + x - y) - (x + y - z) * (z + x - y)
      + (x + y - z) * (y + z - x)) - 3 / 2 * (y * z)) * (x * y * z) ^ (-(5 / 2) : ℝ)
    - 15 / 16 * ((x + y - z) * (y + z - x) * (z + x - y)) * (y * z)
      * (x * y * z) ^ (-(7 / 2) : ℝ)
```

## From angles to squared sides

Powers of \(P\) are combined through \(P\cdot P^{s}=P^{s+1}\), valid for \(P>0\) and any real \(s\).

```lean
/-- Multiplying a real power of a positive number by that number raises the exponent by one. -/
theorem mul_rpow_self {P : ℝ} (hP : 0 < P) (a b : ℝ) (h : b = a + 1) :
    P * P ^ a = P ^ b := by
  subst h
  rw [Real.rpow_add hP, Real.rpow_one]
  ring
```

The law of cosines at \(p\) reads
\[
2ac\cos\theta_p=x+z-y.
\]
It follows from \(|u-v|^2=|u|^2-2\,u\cdot v+|v|^2\) with \(u=q-p\) and \(v=r-p\), once \(u\cdot v\) is written as \(|u||v|\cos\theta_p\). The final `linear_combination` adds twice the second of these facts to the first.

```lean
/-- The law of cosines at the atom `p`: twice the product of its distances to `q` and `r`, times the
cosine of the angle at `p`, is the sum of the squares of those two distances minus the squared
distance between `q` and `r`. -/
theorem law_of_cosines (p q r : V) :
    2 * (dist q p * dist r p) * Real.cos (∠ q p r)
      = dist q p ^ 2 + dist r p ^ 2 - dist q r ^ 2 := by
  have h := InnerProductGeometry.cos_angle_mul_norm_mul_norm (q - p) (r - p)
  have h2 := norm_sub_sq_real (q - p) (r - p)
  rw [sub_sub_sub_cancel_right] at h2
  simp only [EuclideanGeometry.angle, vsub_eq_sub, dist_eq_norm]
  linear_combination 2 * h + h2
```

The other two vertices give \(2ab\cos\theta_q=x+y-z\) and \(2bc\cos\theta_r=y+z-x\). Multiplying all three,
\[
8P\cos\theta_p\cos\theta_q\cos\theta_r=Q .
\]
Hence \(\tfrac38QP^{-5/2}=3\cos\theta_p\cos\theta_q\cos\theta_r\,P^{-3/2}\), and
\[
P^{3/2}E=1+3\cos\theta_p\cos\theta_q\cos\theta_r .
\]
Dividing by \(P^{3/2}\) gives the usual expression for the energy. The theorem assumes that the atoms are pairwise distinct, but not that they form a proper triangle: collinear trimers are included, and for them the factor is \(-2\). If two atoms coincide, the left side is zero while Mathlib's angle convention makes the right side one.

In the proof, `hprod` is the product of the three cosine laws, and `k0` and `k1` are the power laws \(P\,P^{-5/2}=P^{-3/2}\) and \(P^{3/2}P^{-3/2}=1\). The last step combines them as above.

```lean
/-- For three distinct atoms, the energy written in squared separations, multiplied by `(xyz)^(3/2)`
with `x`, `y`, `z` those squared separations, is the angular factor: one plus three times the
product of the cosines of the angles at the atoms. -/
theorem atmEnergy_eq_angular (p q r : V) (hpq : p ≠ q) (hqr : q ≠ r) (hrp : r ≠ p) :
    (dist p q ^ 2 * dist q r ^ 2 * dist r p ^ 2) ^ (3 / 2 : ℝ)
        * atmEnergy (dist p q ^ 2) (dist q r ^ 2) (dist r p ^ 2)
      = angularFactor p q r := by
  have ha : 0 < dist p q := dist_pos.mpr hpq
  have hb : 0 < dist q r := dist_pos.mpr hqr
  have hc : 0 < dist r p := dist_pos.mpr hrp
  have h1 := law_of_cosines p q r
  have h2 := law_of_cosines q r p
  have h3 := law_of_cosines r p q
  rw [dist_comm q p] at h1
  rw [dist_comm r q] at h2
  rw [dist_comm p r] at h3
  unfold atmEnergy angularFactor
  generalize dist p q = a at *
  generalize dist q r = b at *
  generalize dist r p = c at *
  generalize Real.cos (∠ q p r) = u at *
  generalize Real.cos (∠ r q p) = v at *
  generalize Real.cos (∠ p r q) = w at *
  have hP : 0 < a ^ 2 * b ^ 2 * c ^ 2 := by positivity
  -- the product of the three laws of cosines
  have hprod : 8 * (a ^ 2 * b ^ 2 * c ^ 2) * (u * v * w)
      = (a ^ 2 + b ^ 2 - c ^ 2) * (b ^ 2 + c ^ 2 - a ^ 2) * (c ^ 2 + a ^ 2 - b ^ 2) := by
    calc 8 * (a ^ 2 * b ^ 2 * c ^ 2) * (u * v * w)
        = (2 * (a * c) * u) * (2 * (b * a) * v) * (2 * (c * b) * w) := by ring
      _ = _ := by rw [h1, h2, h3]; ring
  have k0 := mul_rpow_self hP (-(5 / 2)) (-(3 / 2)) (by norm_num)
  have k1 : (a ^ 2 * b ^ 2 * c ^ 2) ^ (3 / 2 : ℝ)
      * (a ^ 2 * b ^ 2 * c ^ 2) ^ (-(3 / 2) : ℝ) = 1 := by
    rw [← Real.rpow_add hP, add_neg_cancel, Real.rpow_zero]
  linear_combination (1 + 3 * (u * v * w)) * k1
    + 3 * (u * v * w) * (a ^ 2 * b ^ 2 * c ^ 2) ^ (3 / 2 : ℝ) * k0
    - 3 / 8 * (a ^ 2 * b ^ 2 * c ^ 2) ^ (3 / 2 : ℝ)
      * (a ^ 2 * b ^ 2 * c ^ 2) ^ (-(5 / 2) : ℝ) * hprod
```

In a program, this form needs no angles. With the squared separations at hand, one square root gives \(P^{-3/2}=1/(P\sqrt P)\), and the energy is \(P^{-3/2}\left(1+\tfrac38 Q/P\right)\). An equilateral trimer of unit side should return \(11/8\).

## Slopes and the Euler relation

Both \(P\) and \(Q\) are unchanged under \(x\to y\to z\to x\), so \(E\) is too. One derivative therefore supplies all three.

```lean
/-- The energy is unchanged when the three squared separations are permuted cyclically. -/
theorem atmEnergy_cyclic (x y z : ℝ) : atmEnergy x y z = atmEnergy y z x := by
  unfold atmEnergy
  rw [show y * z * x = x * y * z by ring]
  ring
```

To differentiate in \(x\), use \(P_x=yz\), which gives
\[
\partial_xP^{-3/2}=-\tfrac32yz\,P^{-5/2},\qquad
\partial_xP^{-5/2}=-\tfrac52yz\,P^{-7/2}.
\]
The linear factors of \(Q\) have slopes \(1,-1,1\). `HasDerivAt f d x` says that `f` is differentiable at `x` with derivative `d`. The facts `h3` and `h5` differentiate the two powers, `hA`, `hB` and `hC` the linear factors, and the product rule assembles them into `sideSlope`.

```lean
/-- For positive squared separations, `sideSlope x y z` is the partial derivative of the
energy with respect to the first of them. -/
theorem hasDerivAt_atmEnergy {x y z : ℝ} (hx : 0 < x) (hy : 0 < y) (hz : 0 < z) :
    HasDerivAt (fun s => atmEnergy s y z) (sideSlope x y z) x := by
  have hne : x * y * z ≠ 0 := by positivity
  have hP : HasDerivAt (fun s : ℝ => s * y * z) (y * z) x :=
    (((hasDerivAt_id' x).mul_const y).mul_const z).congr_deriv (by ring)
  -- the two inverse powers of the product of squared sides
  have h3 : HasDerivAt (fun s : ℝ => (s * y * z) ^ (-(3 / 2) : ℝ))
      (y * z * (-(3 / 2)) * (x * y * z) ^ (-(5 / 2) : ℝ)) x := by
    have h := hP.rpow_const (p := -(3 / 2)) (Or.inl hne)
    rw [show (-(3 / 2) : ℝ) - 1 = -(5 / 2) by norm_num] at h
    exact h
  have h5 : HasDerivAt (fun s : ℝ => (s * y * z) ^ (-(5 / 2) : ℝ))
      (y * z * (-(5 / 2)) * (x * y * z) ^ (-(7 / 2) : ℝ)) x := by
    have h := hP.rpow_const (p := -(5 / 2)) (Or.inl hne)
    rw [show (-(5 / 2) : ℝ) - 1 = -(7 / 2) by norm_num] at h
    exact h
  -- the three linear factors
  have hA : HasDerivAt (fun s : ℝ => s + y - z) 1 x :=
    ((hasDerivAt_id' x).add_const y).sub_const z
  have hB : HasDerivAt (fun s : ℝ => y + z - s) (-1) x :=
    (hasDerivAt_id' x).const_sub (y + z)
  have hC : HasDerivAt (fun s : ℝ => z + s - y) 1 x :=
    ((hasDerivAt_id' x).const_add z).sub_const y
  have h := h3.fun_add ((((hA.fun_mul hB).fun_mul hC).const_mul (3 / 8)).fun_mul h5)
  exact h.congr_deriv (by simp only [sideSlope]; ring)
```

The same slopes give forces in code: by the chain rule, the force on the atom at \(p\) is \(-2E_x\,(p-q)-2E_z\,(p-r)\).

Now weight each slope by its argument and add. Since \(xP_x+yP_y+zP_z=3P\) and \(xQ_x+yQ_y+zQ_z=3Q\),
\[
\begin{aligned}
xE_x+yE_y+zE_z
&=-\tfrac92P\,P^{-5/2}+\tfrac98Q\,P^{-5/2}-\tfrac{45}{16}Q\,P\,P^{-7/2}\\
&=-\tfrac92P^{-3/2}-\tfrac{27}{16}Q\,P^{-5/2}
=-\tfrac92E .
\end{aligned}
\]
The theorem states the three derivatives together with this sum. It asks only that \(x,y,z\) be positive, so it also covers triples that no three points realise. Cyclic symmetry supplies the second and third derivatives; `k1` and `k2` absorb the loose factors of \(P\).

```lean
/-- For positive squared separations the three partial derivatives of the energy exist and
obey Euler's relation `x E_x + y E_y + z E_z = -(9/2) E`. -/
theorem euler_relation {x y z : ℝ} (hx : 0 < x) (hy : 0 < y) (hz : 0 < z) :
    HasDerivAt (fun s => atmEnergy s y z) (sideSlope x y z) x ∧
    HasDerivAt (fun s => atmEnergy x s z) (sideSlope y z x) y ∧
    HasDerivAt (fun s => atmEnergy x y s) (sideSlope z x y) z ∧
    x * sideSlope x y z + y * sideSlope y z x + z * sideSlope z x y
      = -(9 / 2) * atmEnergy x y z := by
  refine ⟨hasDerivAt_atmEnergy hx hy hz, ?_, ?_, ?_⟩
  · rw [show (fun s => atmEnergy x s z) = fun s => atmEnergy s z x from
      funext fun s => atmEnergy_cyclic x s z]
    exact hasDerivAt_atmEnergy hy hz hx
  · rw [show (fun s => atmEnergy x y s) = fun s => atmEnergy s x y from
      funext fun s => (atmEnergy_cyclic s x y).symm]
    exact hasDerivAt_atmEnergy hz hx hy
  · have hP : 0 < x * y * z := by positivity
    have k1 := mul_rpow_self hP (-(5 / 2)) (-(3 / 2)) (by norm_num)
    have k2 := mul_rpow_self hP (-(7 / 2)) (-(5 / 2)) (by norm_num)
    have e1 : y * z * x = x * y * z := by ring
    have e2 : z * x * y = x * y * z := by ring
    simp only [sideSlope, atmEnergy, e1, e2]
    linear_combination (-(9 / 2)) * k1
      - 45 / 16 * ((x + y - z) * (y + z - x) * (z + x - y)) * k2
```

## The virial in ordinary distances

Since \(x=a^2\), the chain rule gives \(E_a=2aE_x\), so \(aE_a=2xE_x\), and likewise for \(b\) and \(c\). Therefore
\[
aE_a+bE_b+cE_c=2\left(xE_x+yE_y+zE_z\right)=-9E .
\]
In Lean, `chain` is the substitution rule for a squared distance, and the last line doubles the Euler relation.

```lean
/-- Virial relation in the distances: for positive separations `a`, `b`, `c` the energy is
differentiable in each, and the sum of distance times derivative is `-9` times the energy. -/
theorem virial_relation {a b c : ℝ} (ha : 0 < a) (hb : 0 < b) (hc : 0 < c) :
    ∃ Ea Eb Ec : ℝ,
      HasDerivAt (fun s => atmEnergy (s ^ 2) (b ^ 2) (c ^ 2)) Ea a ∧
      HasDerivAt (fun s => atmEnergy (a ^ 2) (s ^ 2) (c ^ 2)) Eb b ∧
      HasDerivAt (fun s => atmEnergy (a ^ 2) (b ^ 2) (s ^ 2)) Ec c ∧
      a * Ea + b * Eb + c * Ec = -9 * atmEnergy (a ^ 2) (b ^ 2) (c ^ 2) := by
  -- chain rule for the substitution of a squared distance
  have chain : ∀ (f : ℝ → ℝ) (d r : ℝ), HasDerivAt f d (r ^ 2) →
      HasDerivAt (fun s => f (s ^ 2)) (2 * r * d) r := by
    intro f d r h
    have hs : HasDerivAt (fun s : ℝ => s ^ 2) (2 * r) r := by
      simpa using hasDerivAt_pow 2 r
    have hcomp : HasDerivAt (f ∘ fun s : ℝ => s ^ 2) (d * (2 * r)) r := by
      refine HasDerivAt.comp r ?_ hs
      exact h
    exact hcomp.congr_deriv (by ring)
  obtain ⟨h1, h2, h3, h4⟩ := euler_relation (pow_pos ha 2) (pow_pos hb 2) (pow_pos hc 2)
  refine ⟨_, _, _, chain (fun t => atmEnergy t (b ^ 2) (c ^ 2)) _ a h1,
    chain (fun t => atmEnergy (a ^ 2) t (c ^ 2)) _ b h2,
    chain (fun t => atmEnergy (a ^ 2) (b ^ 2) t) _ c h3, ?_⟩
  linear_combination 2 * h4
```

For simulation practice this provides a check on the virial of an undamped triple-dipole term with fixed coefficients: for an isolated trimer, \(\sum_i \mathbf r_i\cdot\mathbf F_i\) must equal \(9E\). A damping function or geometry-dependent coefficients add further terms to the derivative, so the check should be run with both switched off.

## Right triangles

The energy equals \(P^{-3/2}\) exactly when \(\tfrac38QP^{-5/2}=0\). As \(P^{-5/2}>0\), this means \(Q=0\), so one of its linear factors vanishes:
\[
x+y=z,\qquad y+z=x,\qquad\text{or}\qquad z+x=y .
\]
These are the Pythagorean relations: one angle is right, its cosine is zero, and the angular factor is one. The forward direction of the proof splits the vanishing product into its factors; the reverse direction puts \(Q=0\) into the definition. A right-angled trimer thus makes a simple test input for code, with expected energy \(1/(abc)^3\) in these units.

```lean
/-- For positive squared separations, the energy reduces to `(xyz)^(-3/2)` exactly when one
squared separation is the sum of the other two. -/
theorem atmEnergy_eq_bare_iff {x y z : ℝ} (hx : 0 < x) (hy : 0 < y) (hz : 0 < z) :
    atmEnergy x y z = (x * y * z) ^ (-(3 / 2) : ℝ)
      ↔ x + y = z ∨ y + z = x ∨ z + x = y := by
  have h5 : 0 < (x * y * z) ^ (-(5 / 2) : ℝ) := Real.rpow_pos_of_pos (by positivity) _
  constructor
  · intro h
    unfold atmEnergy at h
    have h0 : ((x + y - z) * (y + z - x) * (z + x - y))
        * (x * y * z) ^ (-(5 / 2) : ℝ) = 0 := by
      linear_combination (8 / 3) * h
    rcases mul_eq_zero.mp ((mul_eq_zero.mp h0).resolve_right h5.ne') with h1 | h1
    · rcases mul_eq_zero.mp h1 with h2 | h2
      · exact Or.inl (by linarith)
      · exact Or.inr (Or.inl (by linarith))
    · exact Or.inr (Or.inr (by linarith))
  · intro h
    have hQ : (x + y - z) * (y + z - x) * (z + x - y) = 0 := by
      rcases h with h | h | h
      · rw [show x + y - z = 0 by linarith]; ring
      · rw [show y + z - x = 0 by linarith]; ring
      · rw [show z + x - y = 0 by linarith]; ring
    rw [atmEnergy, hQ]
    ring

end

end AxilrodTellerMutoSquaredSides
```

```lean
#print axioms AxilrodTellerMutoSquaredSides.atmEnergy_eq_angular
#print axioms AxilrodTellerMutoSquaredSides.euler_relation
#print axioms AxilrodTellerMutoSquaredSides.virial_relation
#print axioms AxilrodTellerMutoSquaredSides.atmEnergy_eq_bare_iff
```

```
'AxilrodTellerMutoSquaredSides.atmEnergy_eq_angular' depends on axioms: [propext, Classical.choice, Quot.sound]
'AxilrodTellerMutoSquaredSides.euler_relation' depends on axioms: [propext, Classical.choice, Quot.sound]
'AxilrodTellerMutoSquaredSides.virial_relation' depends on axioms: [propext, Classical.choice, Quot.sound]
'AxilrodTellerMutoSquaredSides.atmEnergy_eq_bare_iff' depends on axioms: [propext, Classical.choice, Quot.sound]
```
